# Particle-number recursion for boson and fermion cycle sums

A particle that a permutation leaves in place must count as a cycle of length one, so the file reads cycle lengths from Mathlib's `partition`, which keeps fixed points, and not from `cycleType`, which drops them. With this choice, the permutation sums for \(N\) bosons and \(N\) fermions, built from one number \(p_k\) per cycle of length \(k\), follow from the sums for fewer particles.

```lean
import Mathlib

open Finset Equiv

namespace QuantumCycleExpansion

noncomputable section

variable {A : Type*} [CommRing A] [Algebra ℚ A]

/-- The weight of a permutation of `N` particles: the product of `p` over the lengths of all
its cycles, fixed points included as cycles of length one. -/
def loopWeight (p : ℕ → A) {N : ℕ} (σ : Perm (Fin N)) : A :=
  (σ.partition.parts.map p).prod

/-- The `N`-boson function: the average of the loop weight over all permutations. -/
def bosonZ (p : ℕ → A) (N : ℕ) : A :=
  (N.factorial : ℚ)⁻¹ • ∑ σ : Perm (Fin N), loopWeight p σ

/-- The `N`-fermion function: the average of the loop weight times the permutation sign. -/
def fermionZ (p : ℕ → A) (N : ℕ) : A :=
  (N.factorial : ℚ)⁻¹ • ∑ σ : Perm (Fin N), ((Perm.sign σ : ℤ) : A) * loopWeight p σ

/-- The possible multisets of cycle lengths for `N` particles. -/
def shapes (N : ℕ) : Finset (Multiset ℕ) :=
  (univ : Finset N.Partition).image Nat.Partition.parts

/-- The symmetry factor of a cycle shape: the product of all cycle lengths and of the
factorials of their multiplicities. -/
def symmetryFactor (s : Multiset ℕ) : ℕ :=
  s.prod * ∏ n ∈ s.toFinset, (s.count n).factorial

/-- A cycle shape for `N` particles is a multiset of positive lengths with sum `N`. -/
theorem mem_shapes {N : ℕ} {s : Multiset ℕ} :
    s ∈ shapes N ↔ s.sum = N ∧ ∀ i ∈ s, 0 < i := by
  simp only [shapes, mem_image, mem_univ, true_and]
  constructor
  · rintro ⟨q, rfl⟩
    exact ⟨q.parts_sum, fun i hi => q.parts_pos hi⟩
  · rintro ⟨h1, h2⟩
    exact ⟨⟨s, fun hi => h2 _ hi, h1⟩, rfl⟩

/-- Adding a cycle of length `k` multiplies the symmetry factor by `k` and by the new
multiplicity of `k`. -/
theorem symmetryFactor_cons (k : ℕ) (s : Multiset ℕ) :
    symmetryFactor (k ::ₘ s) = (s.count k + 1) * k * symmetryFactor s := by
  have h : ∏ n ∈ s.toFinset, (s.count n).factorial
      = ∏ n ∈ insert k s.toFinset, (s.count n).factorial := by
    refine Finset.prod_subset (Finset.subset_insert _ _) fun n _ hn => ?_
    rw [Multiset.count_eq_zero.2 (fun h => hn (Multiset.mem_toFinset.2 h)), Nat.factorial_zero]
  have he : ∏ n ∈ (insert k s.toFinset).erase k, ((k ::ₘ s).count n).factorial
      = ∏ n ∈ (insert k s.toFinset).erase k, (s.count n).factorial :=
    Finset.prod_congr rfl fun n hn => by
      rw [Multiset.count_cons_of_ne (Finset.ne_of_mem_erase hn)]
  rw [symmetryFactor, symmetryFactor, h, Multiset.toFinset_cons, Multiset.prod_cons,
    ← Finset.mul_prod_erase _ _ (Finset.mem_insert_self k s.toFinset),
    ← Finset.mul_prod_erase _ _ (Finset.mem_insert_self k s.toFinset), he,
    Multiset.count_cons_self, Nat.factorial_succ]
  ring

/-- Adding `r` fixed points to a shape without fixed points multiplies the symmetry factor
by `r!`. -/
theorem symmetryFactor_add_ones (m : Multiset ℕ) (r : ℕ) (h1 : m.count 1 = 0) :
    symmetryFactor (m + Multiset.replicate r 1) = r.factorial * symmetryFactor m := by
  induction r with
  | zero => simp
  | succ r ih =>
    rw [Multiset.replicate_succ, Multiset.add_cons, symmetryFactor_cons, ih,
      Multiset.count_add, h1, Multiset.count_replicate_self, Nat.factorial_succ]
    ring

/-- The number of permutations with a given cycle shape, times the symmetry factor of that
shape, is `N!`. -/
theorem card_shape {N : ℕ} {s : Multiset ℕ} (hs : s ∈ shapes N) :
    (univ.filter fun σ : Perm (Fin N) => σ.partition.parts = s).card * symmetryFactor s
      = N.factorial := by
  obtain ⟨hN, hpos⟩ := mem_shapes.1 hs
  -- split the shape into proper cycles `m` and fixed points
  obtain ⟨m, hm⟩ : ∃ m, m = s.filter (fun n => 2 ≤ n) := ⟨_, rfl⟩
  have h2 : ∀ a ∈ m, 2 ≤ a := fun a ha => by
    rw [hm] at ha
    exact (Multiset.mem_filter.1 ha).2
  have h1 : m.count 1 = 0 := Multiset.count_eq_zero.2 fun h => by
    have := h2 1 h
    omega
  have hsplit : s = m + Multiset.replicate (s.count 1) 1 := by
    refine Multiset.ext.2 fun a => ?_
    rw [hm, Multiset.count_add, Multiset.count_filter, Multiset.count_replicate]
    rcases a with _ | _ | a
    · have h0 : s.count 0 = 0 := Multiset.count_eq_zero.2 fun h => (hpos 0 h).ne' rfl
      simp [h0]
    · simp
    · simp
  have hsum : N = m.sum + s.count 1 := by
    have h := congrArg Multiset.sum hsplit
    rwa [Multiset.sum_add, Multiset.sum_replicate, smul_eq_mul, mul_one, hN] at h
  have hsub : N - m.sum = s.count 1 := by omega
  have hiff : ∀ σ : Perm (Fin N), σ.partition.parts = s ↔ σ.cycleType = m := by
    refine fun σ => ⟨fun h => ?_, fun h => ?_⟩
    · rw [← Perm.filter_parts_partition_eq_cycleType, h, hm]
    · rw [Perm.parts_partition, ← Perm.sum_cycleType, h, Fintype.card_fin, hsub]
      exact hsplit.symm
  have hz := symmetryFactor_add_ones m (s.count 1) h1
  rw [← hsplit] at hz
  have h := Perm.card_of_cycleType_mul_eq (α := Fin N) m
  simp only [Fintype.card_fin] at h
  rw [if_pos ⟨by omega, h2⟩, hsub] at h
  rw [congrArg Finset.card (Finset.filter_congr fun σ _ => hiff σ), ← h, hz, symmetryFactor]
  ring

/-- The boson function is a sum over cycle shapes, each weighted by the inverse of its
symmetry factor. -/
theorem bosonZ_eq_sum_shapes (p : ℕ → A) (N : ℕ) :
    bosonZ p N = ∑ s ∈ shapes N, (symmetryFactor s : ℚ)⁻¹ • (s.map p).prod := by
  have hmaps : ∀ σ ∈ (univ : Finset (Perm (Fin N))), σ.partition.parts ∈ shapes N :=
    fun σ _ => mem_shapes.2 ⟨σ.partition.parts_sum.trans (Fintype.card_fin N),
      fun i hi => σ.partition.parts_pos hi⟩
  rw [bosonZ, ← Finset.sum_fiberwise_of_maps_to hmaps, Finset.smul_sum]
  refine Finset.sum_congr rfl fun s hs => ?_
  have hc : ∀ σ ∈ univ.filter (fun σ : Perm (Fin N) => σ.partition.parts = s),
      loopWeight p σ = (s.map p).prod := fun σ hσ => by
    rw [loopWeight, (Finset.mem_filter.1 hσ).2]
  have hq := congrArg (Nat.cast (R := ℚ)) (card_shape hs)
  rw [Nat.cast_mul] at hq
  have hN : (N.factorial : ℚ) ≠ 0 := Nat.cast_ne_zero.2 (Nat.factorial_ne_zero N)
  have hz : (symmetryFactor s : ℚ) ≠ 0 := fun h => hN (by rw [← hq, h, mul_zero])
  rw [Finset.sum_congr rfl hc, Finset.sum_const, ← Nat.cast_smul_eq_nsmul ℚ, smul_smul]
  congr 1
  rw [inv_mul_eq_iff_eq_mul₀ hN, ← hq, mul_assoc, mul_inv_cancel₀ hz, mul_one]

/-- Recursion for bosons: `N Z_N` is the sum over `k = 1, ..., N` of `p_k Z_(N-k)`. -/
theorem boson_recursion (p : ℕ → A) (N : ℕ) :
    (N : A) * bosonZ p N = ∑ k ∈ Icc 1 N, p k * bosonZ p (N - k) := by
  simp only [bosonZ_eq_sum_shapes, Finset.mul_sum]
  -- write `N` as the total length of the cycles
  have hL : ∀ s ∈ shapes N, (N : A) * ((symmetryFactor s : ℚ)⁻¹ • (s.map p).prod)
      = ∑ k ∈ s.toFinset, ((s.count k * k : ℕ) : ℚ) •
          ((symmetryFactor s : ℚ)⁻¹ • (s.map p).prod) := by
    intro s hs
    have h := Finset.sum_multiset_count s
    simp only [smul_eq_mul] at h
    rw [← Finset.sum_smul, ← Nat.cast_sum, ← h, (mem_shapes.1 hs).1,
      Nat.cast_smul_eq_nsmul, nsmul_eq_mul]
  rw [Finset.sum_congr rfl hL, Finset.sum_sigma', Finset.sum_sigma']
  -- remove the chosen cycle, or put it back
  refine Finset.sum_nbij' (fun x => ⟨x.2, x.1.erase x.2⟩) (fun y => ⟨y.1 ::ₘ y.2, y.1⟩)
    ?_ ?_ ?_ ?_ ?_
  · rintro ⟨s, k⟩ h
    simp only [mem_sigma, Multiset.mem_toFinset, mem_Icc, mem_shapes] at h ⊢
    obtain ⟨⟨hs, hp⟩, hk⟩ := h
    have he : k + (s.erase k).sum = s.sum := by
      rw [← Multiset.sum_cons, Multiset.cons_erase hk]
    have := hp k hk
    exact ⟨⟨by omega, by omega⟩, by omega, fun i hi => hp i (Multiset.mem_of_mem_erase hi)⟩
  · rintro ⟨k, t⟩ h
    simp only [mem_sigma, Multiset.mem_toFinset, mem_Icc, mem_shapes] at h ⊢
    obtain ⟨⟨hk, hkN⟩, ht, hp⟩ := h
    refine ⟨⟨by rw [Multiset.sum_cons]; omega, fun i hi => ?_⟩, Multiset.mem_cons_self _ _⟩
    rcases Multiset.mem_cons.1 hi with hi | hi
    · omega
    · exact hp i hi
  · rintro ⟨s, k⟩ h
    have hk : k ∈ s := Multiset.mem_toFinset.1 (mem_sigma.1 h).2
    simp [Multiset.cons_erase hk]
  · rintro ⟨k, t⟩ _
    simp
  · rintro ⟨s, k⟩ h
    have hk : k ∈ s := Multiset.mem_toFinset.1 (mem_sigma.1 h).2
    have hk0 : (k : ℚ) ≠ 0 :=
      Nat.cast_ne_zero.2 ((mem_shapes.1 (mem_sigma.1 h).1).2 k hk).ne'
    obtain ⟨t, rfl⟩ := Multiset.exists_cons_of_mem hk
    simp only [Multiset.erase_cons_head, Multiset.count_cons_self, symmetryFactor_cons,
      Multiset.map_cons, Multiset.prod_cons]
    rw [smul_smul, mul_smul_comm]
    congr 1
    push_cast
    rw [mul_inv, mul_inv_cancel_left₀ (mul_ne_zero (Nat.cast_add_one_ne_zero _) hk0)]

/-- The fermion function is the boson function with each `p_k`, `k ≥ 1`, multiplied by
`(-1)^(k-1)`. -/
theorem fermionZ_eq_bosonZ (p : ℕ → A) (N : ℕ) :
    fermionZ p N = bosonZ (fun k => (-1) ^ (k - 1) * p k) N := by
  have key : ∀ m : Multiset ℕ, (∀ i ∈ m, 0 < i) →
      (m.map fun k => (-1 : A) ^ (k - 1)).prod = (-1) ^ (m.sum + m.card) := by
    intro m
    induction m using Multiset.induction_on with
    | empty => simp
    | cons a m ih =>
      intro h
      obtain ⟨b, rfl⟩ : ∃ b, a = b + 1 :=
        ⟨a - 1, by have := h a (Multiset.mem_cons_self a m); omega⟩
      rw [Multiset.map_cons, Multiset.prod_cons,
        ih (fun i hi => h i (Multiset.mem_cons_of_mem hi)), Multiset.sum_cons,
        Multiset.card_cons, Nat.add_sub_cancel]
      ring
  unfold fermionZ bosonZ
  congr 1
  refine Finset.sum_congr rfl fun σ _ => ?_
  -- the sign factorises over the cycles
  have hs : ((Perm.sign σ : ℤ) : A)
      = (σ.partition.parts.map fun k => (-1 : A) ^ (k - 1)).prod := by
    rw [Perm.parts_partition, Multiset.map_add, Multiset.prod_add,
      key _ (fun i hi => by have := Perm.two_le_of_mem_cycleType hi; omega),
      Perm.sign_of_cycleType]
    simp
  unfold loopWeight
  rw [hs, Multiset.prod_map_mul]

/-- Recursion for fermions: `N Z_N` is the sum over `k = 1, ..., N` of
`(-1)^(k-1) p_k Z_(N-k)`. -/
theorem fermion_recursion (p : ℕ → A) (N : ℕ) :
    (N : A) * fermionZ p N = ∑ k ∈ Icc 1 N, (-1) ^ (k - 1) * p k * fermionZ p (N - k) := by
  simp only [fermionZ_eq_bosonZ]
  exact boson_recursion _ N

end

end QuantumCycleExpansion
```

```lean
#print axioms QuantumCycleExpansion.fermion_recursion
-- 'QuantumCycleExpansion.fermion_recursion' depends on axioms: [propext, Classical.choice, Quot.sound]
```

## Two averages over permutations

The input is a sequence \(p_0,p_1,p_2,\dots\) in a commutative algebra \(A\) over the rationals. For a physicist \(A\) is usually \(\mathbb R\) or \(\mathbb C\), but it may also consist of polynomials or of functions of temperature. In Lean the sequence is `p : ℕ → A`, and the particle labels are the elements of `Fin N`.

For a permutation \(\sigma\) of the labels, `loopWeight p σ` is the product of \(p_k\) over all cycles of \(\sigma\), where \(k\) is the length of the cycle. The functions `bosonZ p N` and `fermionZ p N` are

\[
Z_N^{B}=\frac1{N!}\sum_\sigma\ \prod_{\text{cycles of }\sigma}p_{k},
\qquad
Z_N^{F}=\frac1{N!}\sum_\sigma \operatorname{sgn}(\sigma)\prod_{\text{cycles of }\sigma}p_{k}.
\]

The theorems `boson_recursion` and `fermion_recursion` state, for every \(N\ge 0\),

\[
N Z_N^{B}=\sum_{k=1}^{N}p_k\,Z_{N-k}^{B},
\qquad
N Z_N^{F}=\sum_{k=1}^{N}(-1)^{k-1}p_k\,Z_{N-k}^{F}.
\]

The range `Icc 1 N` keeps both \(k-1\) and \(N-k\) non-negative, so the natural-number subtractions in the two recursions are ordinary ones. The value \(p_0\) never enters, because no cycle has length zero.

## The sequence \(p_k\) for non-interacting particles

Let one particle have levels \(\varepsilon_i\), where \(i\) runs over an orthonormal basis of one-particle energy eigenstates, spin included, so that a degenerate energy is listed as many times as its degeneracy. Let \(\beta\) be the inverse temperature. The canonical partition function of \(N\) identical particles is the trace of the Boltzmann operator over symmetric or antisymmetric states. The projector onto these states is the average of the permutation operators, with the sign included for fermions.

Without interactions, the trace of the Boltzmann operator times one permutation operator is a sum over levels \(i_1,\dots,i_N\). Only those terms survive in which the level is constant along each cycle. A cycle of length \(k\) therefore contributes

\[
p_k=\sum_i e^{-k\beta\varepsilon_i},
\]

which is the one-particle partition function at inverse temperature \(k\beta\). The contributions of different cycles multiply, and this gives the two averages above.

The file starts from those averages; the trace calculation is the physical reason for them. The essential hypothesis is built into `loopWeight`: a cycle contributes a factor that depends only on its length. Interactions between the particles generally spoil this factorisation. If there are infinitely many levels, the sums \(p_k\) must also converge before they can be used as input.

For non-interacting particles with known \(p_1,\dots,p_N\), the recursion yields the canonical partition function with a number of multiplications that grows as \(N^2\), whereas the defining sum has \(N!\) terms. For fermions the terms of the recursion alternate in sign, and at low temperature they can cancel so strongly that rounding errors swamp the result.

## Counting permutations by cycle shape

The weight of a permutation depends only on its shape \(s\), the multiset of its cycle lengths. By `mem_shapes`, the shapes for \(N\) particles are exactly the multisets of positive integers with sum \(N\).

Let \(m_n(s)\) be the number of cycles of length \(n\) in \(s\), written `s.count n` in the code, and define

\[
z(s)=\prod_{n}n^{m_n(s)}\,m_n(s)!\,.
\]

This is `symmetryFactor s`. To count the permutations of shape \(s\), write the \(N\) labels into the slots of cycles with the prescribed lengths, which can be done in \(N!\) ways. Rotating the entries of a cycle of length \(n\) changes nothing, which gives a factor \(n\) for each such cycle. Exchanging cycles of equal length changes nothing either, which gives the factors \(m_n(s)!\). Each permutation thus appears \(z(s)\) times, and there are \(N!/z(s)\) permutations of shape \(s\). Hence

\[
Z_N^{B}=\sum_{s}\frac{p_s}{z(s)},\qquad p_s=\prod_{n}p_n^{m_n(s)} .
\]

The count is `card_shape`, stated as a product so that no division of natural numbers is needed. Its proof takes the number of permutations with a given `cycleType` from Mathlib. Since that type omits fixed points, the proof splits \(s\) into the cycles of length at least two and a number \(r\) of ones. The lemma `symmetryFactor_add_ones` shows by induction that the ones contribute the factor \(r!\), which matches the factor in Mathlib's formula. The theorem `bosonZ_eq_sum_shapes` then groups the permutations by shape and cancels \(N!\).

## Removing one cycle

The lengths in a shape add up to \(N\), so

\[
N=\sum_{k\in s}k\,m_k(s),
\]

where \(k\) runs over the distinct lengths in \(s\). Inserting this into the sum over shapes gives

\[
N Z_N^{B}=\sum_s\sum_{k\in s}k\,m_k(s)\,\frac{p_s}{z(s)} .
\]

Now let \(t\) be the shape \(s\) with one cycle of length \(k\) removed. Then \(p_s=p_k\,p_t\) and \(m_k(s)=m_k(t)+1\). Restoring the cycle adds one factor \(k\) and turns \(m_k(t)!\) into \((m_k(t)+1)!\), so

\[
z(s)=k\,\bigl(m_k(t)+1\bigr)\,z(t)=k\,m_k(s)\,z(t).
\]

The prefactor cancels, and each term becomes \(p_k\,p_t/z(t)\).

The pair \((s,k)\) determines \((k,t)\), and adding a cycle of length \(k\) to \(t\) recovers \((s,k)\). As \(s\) and \(k\) vary, \(k\) takes the values from \(1\) to \(N\), and for each \(k\) the shape \(t\) runs over all shapes for \(N-k\) particles. Therefore

\[
N Z_N^{B}=\sum_{k=1}^{N}p_k\sum_t\frac{p_t}{z(t)}=\sum_{k=1}^{N}p_k\,Z_{N-k}^{B}.
\]

In `boson_recursion`, the step `hL` writes \(N\) as the total length of the cycles. The tactic call with `Finset.sum_nbij'` supplies the two maps, removal and restoration of a cycle. Its five goals say that each map lands in the right set, that the maps undo each other in both orders, and that corresponding terms agree. The last goal uses `symmetryFactor_cons`, which is the formula for \(z(s)\) in terms of \(z(t)\).

## The fermion sign

A cycle of length \(k\) is a product of \(k-1\) transpositions, so its sign is \((-1)^{k-1}\). The sign of a permutation is the product of these signs, and it can be absorbed into the weights:

\[
\operatorname{sgn}(\sigma)\prod_{\text{cycles of }\sigma}p_k
=\prod_{\text{cycles of }\sigma}(-1)^{k-1}p_k .
\]

The fermion function for \(p_k\) is thus the boson function for \((-1)^{k-1}p_k\), which is `fermionZ_eq_bosonZ`. In its proof, `key` collects the signs of the cycles into \((-1)\) raised to the sum of the lengths plus the number of cycles, the form in which Mathlib gives the sign of a permutation. Fixed points contribute a factor of one. The fermion recursion is then the boson recursion applied to the altered sequence.

## Zero, one and two particles

For \(N=0\) there is one permutation, with an empty product as its weight, so the definitions give \(Z_0^{B}=Z_0^{F}=1\). The recursion itself reads \(0=0\) here, so this starting value comes from the definitions. For \(N=1\) both functions equal \(p_1\). For \(N=2\) the recursions give

\[
Z_2^{B}=\tfrac12\,(p_1^2+p_2),\qquad
Z_2^{F}=\tfrac12\,(p_1^2-p_2).
\]

If there is only a single one-particle state, with Boltzmann factor \(x\), then \(p_k=x^k\). Two bosons have \(Z_2^{B}=x^2\), since both occupy that state, and two fermions have \(Z_2^{F}=0\), as the Pauli principle demands.
